# Removing the endpoint singularity of the RKR integral with x = x0 − t²

Let x0 > 0, let G have a positive derivative G' on [0, x0], and let h be continuous there. Then the singular Rydberg–Klein–Rees (RKR) integral equals the integral of a continuous function:

∫₀^x0 h(x)/√(G(x0) − G(x)) dx = ∫₀^√x0 F(t) dt

F(t) = 2t h(x0 − t²)/√(G(x0) − G(x0 − t²)) for t > 0

F(0) = 2h(x0)/√G'(x0)

The integral on the left converges, and F is continuous on all of [0, √x0]. Continuity of G' is not needed.

## Klein integrals in an RKR code

RKR inversion builds a diatomic potential curve from measured levels, within a one-dimensional, first-order semiclassical model. Here G is the vibrational term value and x = v + 1/2, with x = 0 at the potential minimum. Up to constant factors, h = 1 gives the distance between the turning points r₁ < r₂ at energy G(x0), and h = B, the rotational constant as a function of x, gives 1/r₁ − 1/r₂. The condition G' > 0 says that the term value is still rising with x, as it does below dissociation.

The original integrand generally diverges at x = x0. After the substitution, a code can apply Gauss–Legendre quadrature in t; a rule that samples t = 0 needs the value F(0). For small t the difference G(x0) − G(x0 − t²) loses digits by cancellation. If G is a Dunham polynomial, the factor t² can be divided out algebraically before evaluation.

## Cancelling the factor t

Define the difference quotient based at x0:

q(x) = (G(x0) − G(x))/(x0 − x) for x < x0, and q(x0) = G'(x0)

Since G' > 0, G is strictly increasing, so q > 0 on [0, x0]. It is continuous below x0 because G is, and at x0 by the definition of the derivative. For t > 0,

G(x0) − G(x0 − t²) = t² q(x0 − t²)

F(t) = 2t h(x0 − t²)/(t √q(x0 − t²)) = 2h(x0 − t²)/√q(x0 − t²)

The last expression is continuous down to t = 0, where it equals 2h(x0)/√G'(x0).

With dx = −2t dt, the interval 0 < x < x0 corresponds to √x0 > t > 0. Reversing the limits absorbs the minus sign and leaves F(t) dt. Since F is bounded, the same substitution applied to |h| shows that the original integral converges absolutely.

For Morse levels G(x) = ωx − ax², ω is the harmonic constant ωₑ and a > 0 is the anharmonicity constant ωₑxₑ. Let D = G'(x0) = ω − 2a x0 > 0. These a and D are not the range parameter and the well depth of the Morse potential, which often carry the same letters. Then

G(x0) − G(x0 − t²) = t²(D + at²)

With h = 1, F(t) = 2/√(D + at²), whose antiderivative is (2/√a) arsinh(√a t/√D). The integral is therefore

(2/√a) arsinh(√a √x0/√D)

This closed form is a convenient test value for a quadrature routine.

## The Lean file

```lean
import Mathlib

open Set MeasureTheory Filter Topology

namespace RKRRegularization

noncomputable section

/-- The singular RKR (Klein) integrand `h(x) / √(G(x0) - G(x))` for the level function `G`
and the weight `h`. -/
def kleinIntegrand (G h : ℝ → ℝ) (x0 x : ℝ) : ℝ := h x / √(G x0 - G x)

/-- The integrand after the substitution `x = x0 - t²`, with the value `2 h(x0) / √G'(x0)`
inserted at `t = 0`. -/
def regularIntegrand (G G' h : ℝ → ℝ) (x0 t : ℝ) : ℝ :=
  if t = 0 then 2 * h x0 / √(G' x0)
  else 2 * t * h (x0 - t ^ 2) / √(G x0 - G (x0 - t ^ 2))

/-- The substitution `x = x0 - t²` maps the open interval `(0, √x0)` onto `(0, x0)`. -/
theorem image_substitution (x0 : ℝ) (hx0 : 0 < x0) :
    (fun t : ℝ => x0 - t ^ 2) '' Ioo 0 (√x0) = Ioo 0 x0 := by
  ext x
  constructor
  · rintro ⟨t, ⟨h0, h1⟩, rfl⟩
    have h2 := pow_lt_pow_left₀ h1 h0.le two_ne_zero
    rw [Real.sq_sqrt hx0.le] at h2
    have h3 := pow_pos h0 2
    constructor
    · show 0 < x0 - t ^ 2
      linarith
    · show x0 - t ^ 2 < x0
      linarith
  · rintro ⟨h0, h1⟩
    refine ⟨√(x0 - x), ⟨Real.sqrt_pos.2 (by linarith),
      Real.sqrt_lt_sqrt (by linarith) (by linarith)⟩, ?_⟩
    show x0 - √(x0 - x) ^ 2 = x
    rw [Real.sq_sqrt (by linarith)]
    ring

/-- If the level function has positive derivative on `[0, x0]`, its difference quotient based
at `x0` (completed by the derivative at `x0`) is positive on `[0, x0]`. -/
theorem quotient_pos {G G' : ℝ → ℝ} {x0 : ℝ} (hx0 : 0 < x0)
    (hG : ∀ x ∈ Icc 0 x0, HasDerivAt G (G' x) x) (hpos : ∀ x ∈ Icc 0 x0, 0 < G' x)
    {x : ℝ} (hx : x ∈ Icc 0 x0) : 0 < dslope G x0 x := by
  have hend : x0 ∈ Icc 0 x0 := ⟨hx0.le, le_rfl⟩
  have hm : StrictMonoOn G (Icc 0 x0) := by
    refine strictMonoOn_of_deriv_pos (convex_Icc 0 x0)
      (fun y hy => (hG y hy).continuousAt.continuousWithinAt) (fun y hy => ?_)
    rw [interior_Icc] at hy
    have hy' := Ioo_subset_Icc_self hy
    rw [(hG y hy').deriv]
    exact hpos y hy'
  rcases eq_or_lt_of_le hx.2 with h | h
  · rw [h, dslope_same, (hG x0 hend).deriv]
    exact hpos x0 hend
  · have hlt := hm hx hend h
    rw [dslope_of_ne _ h.ne, slope_def_field]
    exact div_pos_of_neg_of_neg (by linarith) (by linarith)

/-- For `t ≥ 0` the regular integrand is `2 h / √q` at `x0 - t²`, where `q` is the difference
quotient of the level function based at `x0`. -/
theorem regularIntegrand_eq {G G' : ℝ → ℝ} (h : ℝ → ℝ) {x0 t : ℝ}
    (hG : HasDerivAt G (G' x0) x0) (ht : 0 ≤ t) :
    regularIntegrand G G' h x0 t
      = 2 * h (x0 - t ^ 2) / √(dslope G x0 (x0 - t ^ 2)) := by
  by_cases h0 : t = 0
  · subst h0
    have e : x0 - (0 : ℝ) ^ 2 = x0 := by ring
    rw [regularIntegrand, if_pos rfl, e, dslope_same, hG.deriv]
  · have hs := sub_smul_dslope G x0 (x0 - t ^ 2)
    rw [smul_eq_mul] at hs
    have e : G x0 - G (x0 - t ^ 2) = t ^ 2 * dslope G x0 (x0 - t ^ 2) := by
      linear_combination hs
    -- the factor t cancels the square-root zero of the denominator
    rw [regularIntegrand, if_neg h0, e, Real.sqrt_mul (sq_nonneg t), Real.sqrt_sq ht,
      show 2 * t * h (x0 - t ^ 2) = t * (2 * h (x0 - t ^ 2)) by ring,
      mul_div_mul_left _ _ h0]

/-- The regular integrand is continuous on the whole closed interval `[0, √x0]`. -/
theorem continuousOn_regularIntegrand {G G' h : ℝ → ℝ} {x0 : ℝ} (hx0 : 0 < x0)
    (hG : ∀ x ∈ Icc 0 x0, HasDerivAt G (G' x) x) (hpos : ∀ x ∈ Icc 0 x0, 0 < G' x)
    (hh : ContinuousOn h (Icc 0 x0)) :
    ContinuousOn (regularIntegrand G G' h x0) (Icc 0 (√x0)) := by
  have hend : x0 ∈ Icc 0 x0 := ⟨hx0.le, le_rfl⟩
  have hmap : MapsTo (fun t : ℝ => x0 - t ^ 2) (Icc 0 (√x0)) (Icc 0 x0) := by
    intro t ht
    have h2 := pow_le_pow_left₀ ht.1 ht.2 2
    rw [Real.sq_sqrt hx0.le] at h2
    have h3 := sq_nonneg t
    constructor
    · show 0 ≤ x0 - t ^ 2
      linarith
    · show x0 - t ^ 2 ≤ x0
      linarith
  have hsub : ContinuousOn (fun t : ℝ => x0 - t ^ 2) (Icc 0 (√x0)) := by fun_prop
  have hq : ContinuousOn (dslope G x0) (Icc 0 x0) := by
    intro x hx
    apply ContinuousAt.continuousWithinAt
    by_cases hxx : x = x0
    · rw [hxx]
      exact continuousAt_dslope_same.2 (hG x0 hend).differentiableAt
    · exact (continuousAt_dslope_of_ne hxx).2 (hG x hx).continuousAt
  have h1 : ContinuousOn (fun t : ℝ => 2 * h (x0 - t ^ 2)) (Icc 0 (√x0)) :=
    continuousOn_const.mul (hh.comp hsub hmap)
  have h2 : ContinuousOn (fun t : ℝ => √(dslope G x0 (x0 - t ^ 2))) (Icc 0 (√x0)) :=
    Real.continuous_sqrt.comp_continuousOn (hq.comp hsub hmap)
  exact (h1.div h2 fun t ht => (Real.sqrt_pos.2 (quotient_pos hx0 hG hpos (hmap ht))).ne').congr
    fun t ht => regularIntegrand_eq h (hG x0 hend) ht.1

/-- The transformed integrand tends to `2 h(x0) / √G'(x0)` as `t` decreases to zero. -/
theorem tendsto_turning_point {G G' h : ℝ → ℝ} {x0 : ℝ} (hx0 : 0 < x0)
    (hG : ∀ x ∈ Icc 0 x0, HasDerivAt G (G' x) x) (hpos : ∀ x ∈ Icc 0 x0, 0 < G' x)
    (hh : ContinuousOn h (Icc 0 x0)) :
    Tendsto (fun t : ℝ => 2 * t * h (x0 - t ^ 2) / √(G x0 - G (x0 - t ^ 2)))
      (𝓝[>] 0) (𝓝 (2 * h x0 / √(G' x0))) := by
  have hs : 0 < √x0 := Real.sqrt_pos.2 hx0
  have hc := ((continuousOn_regularIntegrand hx0 hG hpos hh) 0 ⟨le_rfl, hs.le⟩).mono
    Ioo_subset_Icc_self
  have ht : Tendsto (regularIntegrand G G' h x0) (𝓝[Ioo 0 (√x0)] 0)
      (𝓝 (regularIntegrand G G' h x0 0)) := hc
  rw [nhdsWithin_Ioo_eq_nhdsGT hs, regularIntegrand, if_pos rfl] at ht
  refine ht.congr' ?_
  filter_upwards [self_mem_nhdsWithin] with t h0
  have h0' : t ≠ 0 := ne_of_gt h0
  rw [regularIntegrand, if_neg h0']

/-- The singular RKR integrand is integrable over `(0, x0)`, and its integral equals that of
the continuous regular integrand over `[0, √x0]`. -/
theorem rkr_integral_regularized {G G' h : ℝ → ℝ} {x0 : ℝ} (hx0 : 0 < x0)
    (hG : ∀ x ∈ Icc 0 x0, HasDerivAt G (G' x) x) (hpos : ∀ x ∈ Icc 0 x0, 0 < G' x)
    (hh : ContinuousOn h (Icc 0 x0)) :
    IntervalIntegrable (kleinIntegrand G h x0) volume 0 x0 ∧
      ∫ x in (0 : ℝ)..x0, kleinIntegrand G h x0 x
        = ∫ t in (0 : ℝ)..√x0, regularIntegrand G G' h x0 t := by
  have hd : ∀ t ∈ Ioo 0 (√x0),
      HasDerivWithinAt (fun t : ℝ => x0 - t ^ 2) (-(2 * t)) (Ioo 0 (√x0)) t := fun t _ =>
    (((hasDerivAt_pow 2 t).const_sub x0).congr_deriv (by simp)).hasDerivWithinAt
  have hinj : InjOn (fun t : ℝ => x0 - t ^ 2) (Ioo 0 (√x0)) := by
    intro s hs t ht hst
    have e : x0 - s ^ 2 = x0 - t ^ 2 := hst
    have h1 := hs.1
    have h2 := ht.1
    nlinarith
  -- the Jacobian 2t produces exactly the regular integrand
  have heq : EqOn (fun t : ℝ => |-(2 * t)| • kleinIntegrand G h x0 (x0 - t ^ 2))
      (regularIntegrand G G' h x0) (Ioo 0 (√x0)) := by
    intro t ht
    have h2 : 0 < 2 * t := by linarith [ht.1]
    show |-(2 * t)| • kleinIntegrand G h x0 (x0 - t ^ 2) = regularIntegrand G G' h x0 t
    rw [abs_neg, abs_of_pos h2, smul_eq_mul, kleinIntegrand, regularIntegrand,
      if_neg ht.1.ne', mul_div_assoc]
  constructor
  · rw [intervalIntegrable_iff_integrableOn_Ioo_of_le hx0.le, ← image_substitution x0 hx0,
      integrableOn_image_iff_integrableOn_abs_deriv_smul measurableSet_Ioo hd hinj,
      integrableOn_congr_fun heq measurableSet_Ioo]
    exact (continuousOn_regularIntegrand hx0 hG hpos hh).integrableOn_Icc.mono_set
      Ioo_subset_Icc_self
  · rw [intervalIntegral.integral_of_le hx0.le,
      intervalIntegral.integral_of_le (Real.sqrt_nonneg x0),
      integral_Ioc_eq_integral_Ioo, integral_Ioc_eq_integral_Ioo,
      ← image_substitution x0 hx0,
      integral_image_eq_integral_abs_deriv_smul measurableSet_Ioo hd hinj]
    exact setIntegral_congr_fun measurableSet_Ioo heq

/-- For `a, D > 0` the function `(2/√a) arsinh(√a t/√D)` has derivative `2/√(D + a t²)`. -/
theorem hasDerivAt_arsinh_primitive {a D : ℝ} (ha : 0 < a) (hD : 0 < D) (t : ℝ) :
    HasDerivAt (fun t : ℝ => 2 / √a * Real.arsinh (√a * t / √D))
      (2 / √(D + a * t ^ 2)) t := by
  have h1 : HasDerivAt (fun t : ℝ => √a * t / √D) (√a / √D) t :=
    (((hasDerivAt_id' t).const_mul (√a)).div_const (√D)).congr_deriv (by ring)
  have h2 := ((Real.hasDerivAt_arsinh (√a * t / √D)).comp t h1).const_mul (2 / √a)
  refine h2.congr_deriv ?_
  have e : √(1 + (√a * t / √D) ^ 2) = √(D + a * t ^ 2) / √D := by
    rw [← Real.sqrt_div' _ hD.le]
    congr 1
    rw [div_pow, mul_pow, Real.sq_sqrt ha.le, Real.sq_sqrt hD.le]
    field_simp
  have p1 : √a ≠ 0 := (Real.sqrt_pos.2 ha).ne'
  have p2 : √D ≠ 0 := (Real.sqrt_pos.2 hD).ne'
  have p3 : √(D + a * t ^ 2) ≠ 0 := (Real.sqrt_pos.2 (by positivity)).ne'
  rw [e]
  field_simp

/-- For Morse levels `G(x) = ω x - a x²` with `a > 0` and `ω - 2 a x0 > 0`, the RKR integral
with unit weight is `(2/√a) arsinh(√a √x0 / √(ω - 2 a x0))`. -/
theorem morse_klein_integral {ω a x0 : ℝ} (ha : 0 < a) (hx0 : 0 < x0)
    (hD : 0 < ω - 2 * a * x0) :
    ∫ x in (0 : ℝ)..x0, kleinIntegrand (fun x => ω * x - a * x ^ 2) (fun _ => 1) x0 x
      = 2 / √a * Real.arsinh (√a * √x0 / √(ω - 2 * a * x0)) := by
  have hG : ∀ x ∈ Icc 0 x0,
      HasDerivAt (fun x : ℝ => ω * x - a * x ^ 2) (ω - 2 * a * x) x := fun x _ =>
    (((hasDerivAt_id' x).const_mul ω).fun_sub ((hasDerivAt_pow 2 x).const_mul a)).congr_deriv
      (by simp; ring)
  have hpos : ∀ x ∈ Icc 0 x0, 0 < ω - 2 * a * x := fun x hx => by
    nlinarith [mul_le_mul_of_nonneg_left hx.2 ha.le]
  have hh : ContinuousOn (fun _ : ℝ => (1 : ℝ)) (Icc 0 x0) := continuousOn_const
  rw [(rkr_integral_regularized (G' := fun x => ω - 2 * a * x) hx0 hG hpos hh).2]
  have hc := continuousOn_regularIntegrand (G' := fun x => ω - 2 * a * x) hx0 hG hpos hh
  rw [intervalIntegral.integral_eq_sub_of_hasDerivAt
    (f := fun t : ℝ => 2 / √a * Real.arsinh (√a * t / √(ω - 2 * a * x0))) ?_
    (hc.intervalIntegrable_of_Icc (Real.sqrt_nonneg x0))]
  · simp only [mul_zero, zero_div, Real.arsinh_zero, sub_zero]
  · intro t ht
    rw [uIcc_of_le (Real.sqrt_nonneg x0)] at ht
    refine (hasDerivAt_arsinh_primitive ha hD t).congr_deriv ?_
    by_cases h0 : t = 0
    · subst h0
      simp [regularIntegrand]
    · -- the Morse level difference factors as t² (ω - 2 a x0 + a t²)
      have e : ω * x0 - a * x0 ^ 2 - (ω * (x0 - t ^ 2) - a * (x0 - t ^ 2) ^ 2)
          = t ^ 2 * (ω - 2 * a * x0 + a * t ^ 2) := by ring
      simp only [regularIntegrand, if_neg h0]
      rw [e, Real.sqrt_mul (sq_nonneg t), Real.sqrt_sq ht.1,
        show 2 * t * 1 = t * 2 by ring, mul_div_mul_left _ _ h0]

end

end RKRRegularization
```

```lean
#print axioms RKRRegularization.tendsto_turning_point
-- 'RKRRegularization.tendsto_turning_point' depends on axioms: [propext, Classical.choice, Quot.sound]
#print axioms RKRRegularization.rkr_integral_regularized
-- 'RKRRegularization.rkr_integral_regularized' depends on axioms: [propext, Classical.choice, Quot.sound]
#print axioms RKRRegularization.morse_klein_integral
-- 'RKRRegularization.morse_klein_integral' depends on axioms: [propext, Classical.choice, Quot.sound]
```

## What the theorems cover, and how they are proved

`kleinIntegrand` is the singular integrand and `regularIntegrand` is F. The name `G'` denotes a separate function, tied to G by `HasDerivAt` at every point of [0, x0]. This derivative is two-sided, so G must also be differentiable from outside at both ends; a fitted polynomial satisfies this.

`rkr_integral_regularized` states integrability and equality together. The first part matters because Lean assigns the value 0 to the integral of a non-integrable function. `continuousOn_regularIntegrand` gives continuity on the closed interval, and `tendsto_turning_point` gives the limit of the raw expression as t → 0+. Despite its name, this limit is taken at the endpoint x = x0 in the variable v + 1/2, not at a turning-point distance r₁ or r₂.

In the proofs, `dslope G x0` is q. `quotient_pos` shows that it is positive, and `regularIntegrand_eq` cancels t. `image_substitution` shows that x0 − t² maps (0, √x0) onto (0, x0). The main theorem adds injectivity and the Jacobian |−2t|, then uses the change-of-variables theorem once for integrability and once for the value. `morse_klein_integral` applies this result and evaluates the integral with the antiderivative from `hasDerivAt_arsinh_primitive`.

The theorems concern exact real integrals for a given G and h. Quadrature error, rounding, the RKR prefactors and the semiclassical step from levels to turning points are separate matters. In particular, continuity of F alone fixes no convergence rate; that depends on how smooth G and h are.
